# Splitting (k·x)(e·p) into magnetic dipole and electric quadrupole parts when k·e = 0

Positions and momenta are taken here as elements of an arbitrary complex algebra, not as operators on a Hilbert space. Of their commutation relations only [x_i, p_j] = iħ δ_ij is used, so there are no wavefunctions, domains or inner products to specify. The Hamiltonian is H = p·p/(2m) + V, where V commutes with every position. For real vectors k and e with k·e = 0, and nonzero m and ħ, the result is

(k·x)(e·p) = ½ (k×e)·(x×p) + (i m/2ħ) [H, (k·x)(e·x)].

With k the wave vector and e a linear polarisation, the left side comes from the first-order term of exp(ik·x) in the radiative coupling. For one spinless particle in a local potential, the identity separates that term into orbital magnetic dipole and electric quadrupole parts. As a subscript, and in comparisons such as i = j, the letter i is an index; as a factor it is the imaginary unit.

## The algebra and its observables

```lean
import Mathlib

open Matrix

namespace MultipoleSplit

noncomputable section

variable {A : Type*} [Ring A] [Algebra ℂ A]
```

`A` is the algebra of observables. `Ring A` supplies addition and an associative product that need not commute; `Algebra ℂ A` allows multiplication by complex numbers, written `•`.

```lean
/-- The canonical relations in three dimensions, except those of the momenta with each other: the
positions commute with each other, and `[x_i, p_j] = i ħ δ_ij`. -/
structure IsCanonical (hbar : ℝ) (x p : Fin 3 → A) : Prop where
  xx : ∀ i j, x i * x j = x j * x i
  xp : ∀ i j, x i * p j - p j * x i =
    (if i = j then Complex.I * (hbar : ℂ) else 0) • (1 : A)
```

`x` and `p` are triples of elements of `A`, with indices 0, 1, 2 because `Fin 3` counts from zero. The structure bundles two assumptions:

x_i x_j = x_j x_i

x_i p_j − p_j x_i = iħ δ_ij 1

The `if` expression is iħ δ_ij, where δ_ij is the Kronecker delta, and `(1 : A)` is the identity operator. Nothing is assumed about the commutators of the momenta with each other. The proofs below use only the second relation; the first belongs to the physical description.

```lean
/-- The dot product `k·a` of a real vector `k` with a triple `a` of algebra elements. -/
def along (k : Fin 3 → ℝ) (a : Fin 3 → A) : A := ∑ i, (k i : ℂ) • a i
```

This is the dot product k·a = Σ_i k_i a_i; k need not be a unit vector. The notation `(k i : ℂ)` reads the real number k_i as a complex one.

```lean
/-- The orbital angular momentum `x × p`. -/
def orbital (x p : Fin 3 → A) : Fin 3 → A :=
  ![x 1 * p 2 - x 2 * p 1, x 2 * p 0 - x 0 * p 2, x 0 * p 1 - x 1 * p 0]
```

These are the three components of L = x×p, with positions to the left of momenta.

```lean
/-- The Hamiltonian `p·p/(2m) + V` of a particle of mass `m ≠ 0`. -/
def hamiltonian (m : ℝ) (p : Fin 3 → A) (V : A) : A :=
  (1 / (2 * (m : ℂ))) • (∑ j, p j * p j) + V
```

This is H = p·p/(2m) + V. At this point `V` is any element of `A`; its commutation with the positions is a hypothesis of the theorems. That hypothesis describes a local potential. It leaves out momentum-dependent interactions such as spin–orbit coupling, and nonlocal pseudopotentials.

```lean
/-- The commutator `[a, b] = a b - b a`. -/
def comm (a b : A) : A := a * b - b * a
```

`comm a b` is the usual commutator [a, b].

## Commutators with the Hamiltonian

```lean
/-- For nonzero mass and a potential that commutes with the positions, `m [H, x_i] = -i ħ p_i`,
provided `x` and `p` satisfy `IsCanonical`. -/
theorem comm_position {hbar m : ℝ} {x p : Fin 3 → A} {V : A}
    (hc : IsCanonical hbar x p) (hm : m ≠ 0) (hV : ∀ i, V * x i = x i * V) (i : Fin 3) :
    (m : ℂ) • comm (hamiltonian m p V) (x i) = (-(Complex.I * (hbar : ℂ))) • p i := by
  have hm' : (m : ℂ) ≠ 0 := Complex.ofReal_ne_zero.mpr hm
  -- each squared momentum contributes only along its own axis
  have hj : ∀ j, p j * p j * x i - x i * (p j * p j) =
      (if i = j then -(2 * (Complex.I * (hbar : ℂ))) else 0) • p j := by
    intro j
    calc p j * p j * x i - x i * (p j * p j)
        = -(p j * (x i * p j - p j * x i) + (x i * p j - p j * x i) * p j) := by
          noncomm_ring
      _ = _ := by
          rw [hc.xp i j]
          split_ifs
          · simp only [mul_smul_comm, smul_mul_assoc, mul_one, one_mul]
            module
          · simp
  have hH : comm (hamiltonian m p V) (x i) =
      (1 / (2 * (m : ℂ))) • (∑ j, (p j * p j * x i - x i * (p j * p j)))
        + (V * x i - x i * V) := by
    simp only [comm, hamiltonian, add_mul, mul_add, smul_mul_assoc, mul_smul_comm,
      Finset.sum_mul, Finset.mul_sum, Finset.sum_sub_distrib, smul_sub]
    abel
  rw [hH, hV i, sub_self, add_zero]
  simp only [hj, ite_smul, zero_smul, Finset.sum_ite_eq, Finset.mem_univ, if_true]
  rw [smul_smul, smul_smul]
  congr 1
  field_simp
```

The names in braces are inputs that Lean can infer. The entries `hc`, `hm` and `hV` are the assumptions: canonical relations, nonzero mass and local potential. The conclusion is m[H, x_i] = −iħ p_i.

By hand, for each j,

[p_j², x_i] = p_j [p_j, x_i] + [p_j, x_i] p_j = −2iħ δ_ij p_j.

Summing over j and dividing by 2m gives −iħ p_i/m. The potential contributes nothing, and multiplication by m finishes the argument.

In the proof, `hj` is the displayed equation. Its first step is checked by `noncomm_ring`, which does algebra without exchanging factors. `hH` splits [H, x_i] into kinetic and potential parts, the delta collapses the sum, and `field_simp` cancels the mass.

```lean
/-- For nonzero mass and a potential that commutes with the positions,
`m [H, (k·x)(e·x)] = -i ħ ((k·p)(e·x) + (k·x)(e·p))`, provided `x` and `p` satisfy `IsCanonical`. -/
theorem comm_quadrupole {hbar m : ℝ} {x p : Fin 3 → A} {V : A}
    (hc : IsCanonical hbar x p) (hm : m ≠ 0) (hV : ∀ i, V * x i = x i * V)
    (k e : Fin 3 → ℝ) :
    (m : ℂ) • comm (hamiltonian m p V) (along k x * along e x) =
      (-(Complex.I * (hbar : ℂ))) • (along k p * along e x + along k x * along e p) := by
  have hl : ∀ u : Fin 3 → ℝ, (m : ℂ) • comm (hamiltonian m p V) (along u x) =
      (-(Complex.I * (hbar : ℂ))) • along u p := by
    intro u
    have h0 := comm_position hc hm hV 0
    have h1 := comm_position hc hm hV 1
    have h2 := comm_position hc hm hV 2
    simp only [comm] at h0 h1 h2
    simp only [comm, along, Fin.sum_univ_three, mul_add, add_mul, mul_smul_comm,
      smul_mul_assoc]
    linear_combination (norm := module)
      (u 0 : ℂ) • h0 + (u 1 : ℂ) • h1 + (u 2 : ℂ) • h2
  -- product rule for the commutator
  have hp : comm (hamiltonian m p V) (along k x * along e x) =
      comm (hamiltonian m p V) (along k x) * along e x
        + along k x * comm (hamiltonian m p V) (along e x) := by
    simp only [comm]
    noncomm_ring
  rw [hp, smul_add, ← smul_mul_assoc, ← mul_smul_comm, hl k, hl e, smul_mul_assoc,
    mul_smul_comm, ← smul_add]
```

The commutator of H with the quadrupole operator follows from the product rule:

[H, (k·x)(e·x)] = [H, k·x](e·x) + (k·x)[H, e·x].

By linearity, the previous theorem gives m[H, u·x] = −iħ u·p for any real vector u. Hence

m[H, (k·x)(e·x)] = −iħ ((k·p)(e·x) + (k·x)(e·p)).

The linear statement is `hl`, assembled from the three components by `linear_combination`. The product rule is `hp`. The final `rw` substitutes one into the other. Note that k·p stands to the left of e·x in the first term; this ordering matters later.

## Reordering and angular momentum

```lean
/-- If `x` and `p` satisfy `IsCanonical`, then `[e·x, k·p] = i ħ k·e`. -/
theorem comm_along {hbar : ℝ} {x p : Fin 3 → A} (hc : IsCanonical hbar x p)
    (k e : Fin 3 → ℝ) :
    comm (along e x) (along k p) =
      (Complex.I * (hbar : ℂ) * ((k ⬝ᵥ e : ℝ) : ℂ)) • (1 : A) := by
  have h : comm (along e x) (along k p) =
      ∑ i, ∑ j, ((e i : ℂ) * (k j : ℂ)) • (x i * p j - p j * x i) := by
    simp only [comm, along, Fin.sum_univ_three, mul_add, add_mul, mul_smul_comm,
      smul_mul_assoc]
    module
  rw [h]
  simp only [hc.xp, ite_smul, zero_smul, smul_ite, smul_zero, Finset.sum_ite_eq,
    Finset.mem_univ, if_true]
  simp only [dotProduct, Fin.sum_univ_three]
  push_cast
  module
```

The symbol `k ⬝ᵥ e` is the ordinary dot product. The calculation is

[e·x, k·p] = Σ_ij e_i k_j [x_i, p_j] = iħ Σ_i e_i k_i = iħ k·e.

The intermediate claim `h` is the double sum; inserting `hc.xp` leaves only its diagonal terms.

```lean
/-- The combination antisymmetric in `k` and `e` is a dot product with `x × p`:
`(k×e)·(x×p) = (k·x)(e·p) - (e·x)(k·p)`. -/
theorem cross_orbital (x p : Fin 3 → A) (k e : Fin 3 → ℝ) :
    along (crossProduct k e) (orbital x p) =
      along k x * along e p - along e x * along k p := by
  simp only [along, orbital, cross_apply, Fin.sum_univ_three, Matrix.cons_val_zero,
    Matrix.cons_val_one, Matrix.cons_val, mul_add, add_mul, mul_smul_comm, smul_mul_assoc]
  push_cast
  module
```

This is the vector identity for a product of two cross products, with operator order retained. Expanding the components gives

(k×e)·(x×p) = Σ_ij k_i e_j (x_i p_j − x_j p_i) = (k·x)(e·p) − (e·x)(k·p).

Every position already stands to the left of every momentum, so no commutation relation is needed, and the theorem has no hypotheses. The proof expands both sides into components, and `module` compares the coefficients of the products.

## The split and the transversality condition

```lean
/-- For arbitrary real `k` and `e`, nonzero `m` and `ħ`, and a potential that commutes with the
positions, `(k·x)(e·p)` is `(1/2)(k×e)·(x×p) + (i m/2ħ)[H, (k·x)(e·x)]` plus the constant
`(i ħ/2) k·e`, provided `x` and `p` satisfy `IsCanonical`. -/
theorem split_general {hbar m : ℝ} {x p : Fin 3 → A} {V : A}
    (hc : IsCanonical hbar x p) (hm : m ≠ 0) (hh : hbar ≠ 0)
    (hV : ∀ i, V * x i = x i * V) (k e : Fin 3 → ℝ) :
    along k x * along e p =
      (1 / 2 : ℂ) • along (crossProduct k e) (orbital x p)
      + (Complex.I * (m : ℂ) / (2 * (hbar : ℂ))) •
          comm (hamiltonian m p V) (along k x * along e x)
      + (Complex.I * (hbar : ℂ) / 2 * ((k ⬝ᵥ e : ℝ) : ℂ)) • (1 : A) := by
  have hh' : (hbar : ℂ) ≠ 0 := Complex.ofReal_ne_zero.mpr hh
  have hs : Complex.I / (2 * (hbar : ℂ)) * (-(Complex.I * (hbar : ℂ))) = 1 / 2 := by
    calc _ = -(Complex.I * Complex.I) * ((hbar : ℂ) / (hbar : ℂ)) / 2 := by ring
      _ = 1 / 2 := by rw [Complex.I_mul_I, div_self hh']; norm_num
  -- the scaled commutator is a combination symmetric in k and e
  have hq : (Complex.I * (m : ℂ) / (2 * (hbar : ℂ))) •
      comm (hamiltonian m p V) (along k x * along e x) =
      (1 / 2 : ℂ) • (along k p * along e x + along k x * along e p) := by
    rw [show Complex.I * (m : ℂ) / (2 * (hbar : ℂ)) =
      Complex.I / (2 * (hbar : ℂ)) * (m : ℂ) by ring, ← smul_smul,
      comm_quadrupole hc hm hV k e, smul_smul, hs]
  have ho := comm_along hc k e
  simp only [comm] at ho
  rw [hq, cross_orbital]
  linear_combination (norm := module) (1 / 2 : ℂ) • ho
```

For arbitrary real k and e there is one additional term. Multiplying the commutator [H, (k·x)(e·x)] by i m/(2ħ) gives a combination symmetric in k and e:

(i m/2ħ)[H, (k·x)(e·x)] = ½ ((k·p)(e·x) + (k·x)(e·p)).

The antisymmetric part is

½ (k×e)·(x×p) = ½ ((k·x)(e·p) − (e·x)(k·p)).

Their sum is

(k·x)(e·p) − ½ [e·x, k·p] = (k·x)(e·p) − (iħ/2) k·e.

Moving the constant to the other side gives the theorem:

(k·x)(e·p) = ½ (k×e)·(x×p) + (i m/2ħ)[H, (k·x)(e·x)] + (iħ/2) k·e.

In the proof, `hs` is the product of numbers (i/2ħ)(−iħ) = ½, `hq` is the symmetric combination, and `ho` is the reordering relation. The last line adds half of `ho`.

```lean
/-- Magnetic dipole plus electric quadrupole split: for `x` and `p` satisfying `IsCanonical`,
`k·e = 0`, nonzero `m` and `ħ`, and a potential that commutes with the positions,
`(k·x)(e·p) = (1/2)(k×e)·(x×p) + (i m/2ħ)[H, (k·x)(e·x)]`. -/
theorem multipole_split {hbar m : ℝ} {x p : Fin 3 → A} {V : A}
    (hc : IsCanonical hbar x p) (hm : m ≠ 0) (hh : hbar ≠ 0)
    (hV : ∀ i, V * x i = x i * V) {k e : Fin 3 → ℝ} (hke : k ⬝ᵥ e = 0) :
    along k x * along e p =
      (1 / 2 : ℂ) • along (crossProduct k e) (orbital x p)
      + (Complex.I * (m : ℂ) / (2 * (hbar : ℂ))) •
          comm (hamiltonian m p V) (along k x * along e x) := by
  have h := split_general hc hm hh hV k e
  rw [hke, Complex.ofReal_zero, mul_zero, zero_smul, add_zero] at h
  exact h
```

The hypothesis `hke` says that the polarisation is perpendicular to the wave vector, as for a plane wave in vacuum. The constant then vanishes, leaving the two-term identity stated at the start. The proof is the general theorem with zero substituted for k·e.

The first term contains orbital angular momentum only; a spin magnetic moment would have to be added separately. In the second, k·e = 0 makes the tensor contracted with x_i x_j traceless, so (k·x)(e·x) is a pure quadrupole component.

```lean
/-- In a nontrivial algebra, with `x` and `p` satisfying `IsCanonical`, nonzero `m` and `ħ`, and a
potential that commutes with the positions, the two-term split forces `k·e = 0`. -/
theorem transverse_of_split [Nontrivial A] {hbar m : ℝ} {x p : Fin 3 → A} {V : A}
    (hc : IsCanonical hbar x p) (hm : m ≠ 0) (hh : hbar ≠ 0)
    (hV : ∀ i, V * x i = x i * V) {k e : Fin 3 → ℝ}
    (hs : along k x * along e p =
      (1 / 2 : ℂ) • along (crossProduct k e) (orbital x p)
      + (Complex.I * (m : ℂ) / (2 * (hbar : ℂ))) •
          comm (hamiltonian m p V) (along k x * along e x)) :
    k ⬝ᵥ e = 0 := by
  have h := hs.symm.trans (split_general hc hm hh hV k e)
  have h0 := add_left_cancel (h.symm.trans (add_zero _).symm)
  rcases smul_eq_zero.mp h0 with h1 | h1
  · have hc' : Complex.I * (hbar : ℂ) / 2 ≠ 0 :=
      div_ne_zero (mul_ne_zero Complex.I_ne_zero (Complex.ofReal_ne_zero.mpr hh)) two_ne_zero
    exact Complex.ofReal_eq_zero.mp ((mul_eq_zero.mp h1).resolve_left hc')
  · exact absurd h1 one_ne_zero
```

This is the converse. `Nontrivial A` means that the algebra has more than one element, and therefore 1 ≠ 0. If the two-term split holds, comparison with the general identity leaves

(iħ/2)(k·e) 1 = 0.

Since ħ and the identity are nonzero, k·e = 0. The proof makes this comparison in `h0` and then treats the two ways in which a scalar times an element can vanish: either the scalar is zero or the element is.

## Matrix elements between energy eigenstates

```lean
/-- Let `φ` be a linear functional with `φ(H a) = Ef φ(a)` and `φ(a H) = Ei φ(a)` for every `a`.
Under the hypotheses of `multipole_split`, `φ((k·x)(e·p))` is
`(1/2) φ((k×e)·(x×p)) + (i m (Ef - Ei)/2ħ) φ((k·x)(e·x))`. -/
theorem matrix_element_split {hbar m : ℝ} {x p : Fin 3 → A} {V : A}
    (hc : IsCanonical hbar x p) (hm : m ≠ 0) (hh : hbar ≠ 0)
    (hV : ∀ i, V * x i = x i * V) {k e : Fin 3 → ℝ} (hke : k ⬝ᵥ e = 0)
    (φ : A →ₗ[ℂ] ℂ) (Ef Ei : ℝ)
    (hf : ∀ a, φ (hamiltonian m p V * a) = (Ef : ℂ) * φ a)
    (hi : ∀ a, φ (a * hamiltonian m p V) = (Ei : ℂ) * φ a) :
    φ (along k x * along e p) =
      1 / 2 * φ (along (crossProduct k e) (orbital x p))
      + Complex.I * (m : ℂ) * ((Ef : ℂ) - (Ei : ℂ)) / (2 * (hbar : ℂ))
          * φ (along k x * along e x) := by
  rw [multipole_split hc hm hh hV hke]
  simp only [comm, map_add, map_smul, map_sub, hf, hi, smul_eq_mul]
  ring
```

The linear map `φ` sends an operator to a complex number and stands for

φ(a) = ⟨final|a|initial⟩.

The real numbers Ef and Ei are the energies of the final and initial states. The eigenstates enter only through two conditions, required for every a in the algebra:

φ(H a) = Ef φ(a)

φ(a H) = Ei φ(a)

For actual states, the first expresses H acting to the left on the final state, which uses the Hermiticity of H; the second is the eigenvalue equation of the initial state. Here both are assumed, not derived. Asking for every a is a real restriction, because all these matrix elements must be finite. Harmonic-oscillator eigenstates qualify, with A generated by the positions and momenta. For a Coulomb potential the algebra also contains high powers of V, whose matrix elements between s states diverge, so the theorem does not cover that case as it stands. The two conditions give

φ([H, (k·x)(e·x)]) = (Ef − Ei) φ((k·x)(e·x)).

Applying φ to the split therefore yields

φ((k·x)(e·p)) = ½ φ((k×e)·(x×p)) + (i m (Ef − Ei)/2ħ) φ((k·x)(e·x)).

The proof rewrites with `multipole_split`, uses linearity together with `hf` and `hi`, and lets `ring` collect the numbers.

## A concrete representation on polynomials

```lean
/-- Complex polynomials in three variables. -/
abbrev Poly := MvPolynomial (Fin 3) ℂ
```

`Poly` is the space of complex polynomials in three variables X_0, X_1, X_2.

```lean
/-- On polynomials, multiplication by `X_i` and `-i ħ ∂_j` satisfy the canonical relations,
and multiplication by any polynomial `v` commutes with the positions. -/
theorem isCanonical_witness (hbar : ℝ) (v : Poly) :
    IsCanonical hbar (fun i => LinearMap.mulLeft ℂ (MvPolynomial.X i : Poly))
      (fun j => (-(Complex.I * (hbar : ℂ))) •
        ((MvPolynomial.pderiv j : Derivation ℂ Poly Poly) : Module.End ℂ Poly)) ∧
    ∀ i, LinearMap.mulLeft ℂ v * LinearMap.mulLeft ℂ (MvPolynomial.X i : Poly) =
      LinearMap.mulLeft ℂ (MvPolynomial.X i : Poly) * LinearMap.mulLeft ℂ v := by
  have hmul : ∀ a b : Poly, LinearMap.mulLeft ℂ a * LinearMap.mulLeft ℂ b =
      LinearMap.mulLeft ℂ b * LinearMap.mulLeft ℂ a := by
    intro a b
    apply LinearMap.ext
    intro f
    change a * (b * f) = b * (a * f)
    ring
  refine ⟨⟨fun i j => hmul _ _, fun i j => ?_⟩, fun i => hmul _ _⟩
  apply LinearMap.ext
  intro f
  change (MvPolynomial.X i : Poly) * ((-(Complex.I * (hbar : ℂ))) • MvPolynomial.pderiv j f)
    - (-(Complex.I * (hbar : ℂ))) • MvPolynomial.pderiv j ((MvPolynomial.X i : Poly) * f)
    = (if i = j then Complex.I * (hbar : ℂ) else 0) • f
  -- the Leibniz rule produces the canonical commutator
  rw [Derivation.leibniz]
  by_cases h : i = j
  · subst h
    rw [MvPolynomial.pderiv_X_self, if_pos rfl]
    simp only [smul_eq_mul, mul_one, mul_smul_comm]
    module
  · rw [MvPolynomial.pderiv_X_of_ne h, if_neg h]
    simp only [smul_eq_mul, mul_zero, add_zero, mul_smul_comm, zero_smul, sub_self]

end

end MultipoleSplit
```

Here x_i is multiplication by X_i, p_j is −iħ ∂_j, and V is multiplication by any polynomial v. All act as linear maps on `Poly`. For a polynomial f, the Leibniz rule gives

[x_i, p_j] f = −iħ (X_i ∂_j f − ∂_j(X_i f)) = iħ δ_ij f.

The potential commutes with the positions because multiplication of polynomials is commutative; this is `hmul`. The remaining proof applies both sides to f and separates the cases i = j and i ≠ j.

This familiar Schrödinger representation satisfies the canonical relations and the condition on V, so the split applies to it for nonzero m and ħ. It is purely algebraic: no inner product is defined on `Poly`, and no functional φ for the matrix-element formula is constructed here.

```lean
#print axioms MultipoleSplit.multipole_split
-- 'MultipoleSplit.multipole_split' depends on axioms: [propext, Classical.choice, Quot.sound]
#print axioms MultipoleSplit.transverse_of_split
-- 'MultipoleSplit.transverse_of_split' depends on axioms: [propext, Classical.choice, Quot.sound]
#print axioms MultipoleSplit.matrix_element_split
-- 'MultipoleSplit.matrix_element_split' depends on axioms: [propext, Classical.choice, Quot.sound]
```
